# Subtracting the ground-state expectation value makes the sum-over-states hyperpolarizability independent of the origin

## A charged molecule and a moved origin

Take a molecular ion of total charge $Q$ in a uniform static electric field. Its dipole operator depends on where the coordinate origin is placed: moving the origin by $d$ along the field changes the dipole component $X$ to $X+c$, with the real number $c=-Qd$. The electronic part of the dipole behaves in this way even in a neutral molecule, because the electrons alone carry a net charge.

The energy in a field of strength $F$ comes from the Hamiltonian $H-FX$. Replacing $X$ by $X+c$ adds only the constant $-Fc$, which is linear in $F$. The first hyperpolarizability is minus the third derivative of the energy with respect to $F$ at $F=0$, so it should not notice the change. Its sum over states, however, contains the expectation values of $X$ in the individual states, and each of these moves by $c$. The question is how the formula removes this dependence.

## The sum over states with an adjustable subtraction

Let $g$ be the ground state, let $m,n$ run over the excited states, and let $w_n>0$ be the excitation gaps. Write $X_{mn}$ for the matrix elements of a Hermitian $X$ between these states. For a real number $\kappa$ define

$$B_\kappa(X)=\sum_{m,n\neq g}\frac{X_{gm}\,(X_{mn}-\kappa X_{gg}\delta_{mn})\,X_{ng}}{w_m w_n}.$$

The third-order perturbation formula has $\kappa=1$, and the static hyperpolarizability is then $6B_1(X)$. Omitting the ground-state expectation value means $\kappa=0$.

## How the shift enters

The constant $c$ multiplies the identity, so it changes only diagonal elements. For $m,n\neq g$,

$$(X+c)_{gm}=X_{gm},\qquad (X+c)_{ng}=X_{ng},$$

while the middle factor becomes

$$X_{mn}+c\,\delta_{mn}-\kappa(X_{gg}+c)\delta_{mn}
=(X_{mn}-\kappa X_{gg}\delta_{mn})+(1-\kappa)c\,\delta_{mn}.$$

In the double sum the last term keeps only $m=n$. Since $X$ is Hermitian, $X_{gn}X_{ng}=|X_{gn}|^2$, and therefore

$$B_\kappa(X+c)=B_\kappa(X)+(1-\kappa)\,c\sum_{n\neq g}\frac{|X_{gn}|^2}{w_n^2}.$$

For $\kappa=1$ the response is invariant. For $\kappa=0$ it changes by $c\sum_{n\neq g}|X_{gn}|^2/w_n^2$, so the computed hyperpolarizability would depend on the origin.

If at least one $X_{gn}$ with $n\neq g$ is nonzero, the sum on the right is strictly positive. Invariance at $c=1$ then gives $1-\kappa=0$, so $\kappa=1$ is the only value that works for such an $X$.

The condition on $X_{gn}$ matters. Take two states with gap $1$ and $X=\mathrm{diag}(0,1)$. Every term of $B_\kappa$ contains $X_{01}=0$, so $B_\kappa(X+c)=0$ for all $\kappa$ and $c$, and invariance no longer singles out $\kappa=1$.

## Reality, frequencies and two levels

Complex conjugation turns $X_{gm}X_{mn}X_{ng}$ into $X_{mg}X_{nm}X_{gn}$. Exchanging the names $m$ and $n$ restores the original sum, and the diagonal subtraction is real, so $B_\kappa(X)$ is real.

For three operators $X,Y,Z$ and denominators $u_m v_n$, the same calculation with separate shifts $a,b,c$ gives the extra term

$$(1-\kappa)\,b\sum_{n\neq g}\frac{X_{gn}Z_{ng}}{u_n v_n}.$$

Only the shift $b$ of the middle operator appears. The frequency-dependent response is a sum of such expressions with $\kappa=1$, one for each of the six orderings of three operator–frequency pairs. Each is invariant, hence so is the sum.

With two states and gap $\Delta\neq0$, only $m=n=1$ remains:

$$B_1(X)=\frac{|X_{01}|^2\,(X_{11}-X_{00})}{\Delta^2}.$$

The response contains the difference of the two dipole moments, from which $c$ cancels.

## What the Lean statements say

The finite type `ι` labels the states, `X : Matrix ι ι ℂ` holds the matrix elements, and `g` is the ground state. The sums run over `univ.erase g`, that is, over all states except `g`, so the value `w g` is never used. `shift X c` is $X+c$ with real `c`, and `hyperpol g w κ X` is $B_\kappa(X)$, without the factor $6$.

- `hyperpol_shift` is the shift law for Hermitian `X`; setting `κ` to $1$ or $0$ gives the two cases above.
- `origin_independent_iff` says that, for a Hermitian `X` with positive gaps and an allowed transition from `g`, invariance under every real `c` is equivalent to `κ = 1`.
- `hyperpol_real` expresses reality as equality with the complex conjugate.
- `dynamicHyperpol_shift` allows three independent shifts and needs no Hermiticity.
- `hyperpol_twoLevel` is the two-level formula multiplied by $\Delta^2$.

In `dynamicHyperpol` the frequencies have the same units as the gaps ($\hbar=1$). The output frequency counts as negative, so physically the three frequencies add up to zero; the theorem does not require this. The shift identities also carry no condition on the denominators. Lean sets division by zero to zero, so they have physical meaning only for nonzero gaps and away from resonance.

The matrix and the gaps are given data. No Hamiltonian, perturbation expansion, Sternheimer equation or exchange–correlation kernel appears, and the link between $B_1$ and the energy derivative is taken from perturbation theory. Damping and a continuum of states are left aside.

For simulation practice, the result means that a sum over a finite set of orthonormal states, the ground state among them, keeps its origin independence however short the list is, provided that the ground-state expectation value is subtracted from every excited-state diagonal element.

## The complete file

```lean
import Mathlib

open Finset

namespace HyperpolarizabilityOrigin

noncomputable section

variable {ι : Type*} [Fintype ι] [DecidableEq ι]

/-- The operator `X + c`: a real constant `c` is added to the perturbation `X`,
as happens to a dipole component of a charged system when the origin is moved. -/
def shift (X : Matrix ι ι ℂ) (c : ℝ) : Matrix ι ι ℂ := X + (c : ℂ) • 1

/-- Sum over pairs of excited states for three operators, with ground state `g` and
energy denominators `u`, `v`, which are meant to be nonzero on the excited states.
The multiple `κ` of the ground-state expectation value is subtracted from the
diagonal of the middle operator. -/
def sumOverStates (g : ι) (u v : ι → ℝ) (κ : ℝ) (X Y Z : Matrix ι ι ℂ) : ℂ :=
  ∑ m ∈ univ.erase g, ∑ n ∈ univ.erase g,
    X g m * (Y m n - if m = n then (κ : ℂ) * Y g g else 0) * Z n g / ((u m : ℂ) * (v n : ℂ))

/-- The static quadratic response `B` of the ground state `g` to `X`, for excitation
gaps `w` that are nonzero on the excited states. The value `κ = 1` subtracts the full
ground-state expectation value, and `κ = 0` omits it. -/
def hyperpol (g : ι) (w : ι → ℝ) (κ : ℝ) (X : Matrix ι ι ℂ) : ℂ :=
  sumOverStates g w w κ X X X

/-- The frequency-dependent response to three operators `μ i` with frequencies `ω i`,
the output frequency being counted with a minus sign, summed over all permutations of the
three pairs. The domain is off resonance: no `w m + ω i` or `w m - ω i` vanishes for
an excited state `m`. -/
def dynamicHyperpol (g : ι) (w : ι → ℝ) (ω : Fin 3 → ℝ) (μ : Fin 3 → Matrix ι ι ℂ) : ℂ :=
  ∑ σ : Equiv.Perm (Fin 3),
    sumOverStates g (fun m => w m + ω (σ 0)) (fun n => w n - ω (σ 2)) 1
      (μ (σ 0)) (μ (σ 1)) (μ (σ 2))

omit [Fintype ι] in
/-- A shift by `c` adds `c` to every diagonal matrix element. -/
theorem shift_diag (X : Matrix ι ι ℂ) (c : ℝ) (i : ι) :
    shift X c i i = X i i + (c : ℂ) := by
  simp [shift]

omit [Fintype ι] in
/-- A shift leaves the matrix elements between different states unchanged. -/
theorem shift_offDiag (X : Matrix ι ι ℂ) (c : ℝ) {i j : ι} (h : i ≠ j) :
    shift X c i j = X i j := by
  simp [shift, h]

/-- When the three operators are shifted by `a`, `b` and `c`, the sum over states changes
only through the shift `b` of the middle one, and with the factor `1 - κ`. -/
theorem sumOverStates_shift (g : ι) (u v : ι → ℝ) (κ a b c : ℝ) (X Y Z : Matrix ι ι ℂ) :
    sumOverStates g u v κ (shift X a) (shift Y b) (shift Z c) =
      sumOverStates g u v κ X Y Z +
        (1 - (κ : ℂ)) * (b : ℂ) *
          ∑ n ∈ univ.erase g, X g n * Z n g / ((u n : ℂ) * (v n : ℂ)) := by
  unfold sumOverStates
  rw [Finset.mul_sum, ← Finset.sum_add_distrib]
  refine Finset.sum_congr rfl fun m hm => ?_
  have hmg : m ≠ g := Finset.ne_of_mem_erase hm
  -- write the extra diagonal term as a sum over the second excited state
  have key : (1 - (κ : ℂ)) * (b : ℂ) * (X g m * Z m g / ((u m : ℂ) * (v m : ℂ))) =
      ∑ n ∈ univ.erase g, if m = n then
        (1 - (κ : ℂ)) * (b : ℂ) * (X g m * Z n g / ((u m : ℂ) * (v n : ℂ))) else 0 := by
    rw [Finset.sum_ite_eq, if_pos hm]
  rw [key, ← Finset.sum_add_distrib]
  refine Finset.sum_congr rfl fun n hn => ?_
  have hng : n ≠ g := Finset.ne_of_mem_erase hn
  rw [shift_offDiag X a hmg.symm, shift_offDiag Z c hng, shift_diag Y b g]
  by_cases h : m = n
  · subst h
    rw [shift_diag Y b]
    simp only [↓reduceIte]
    ring
  · rw [shift_offDiag Y b h]
    simp only [if_neg h]
    ring

omit [Fintype ι] [DecidableEq ι] in
/-- For a Hermitian operator, the product of a transition element and its reverse is the
squared modulus. -/
theorem transition_mul_reverse {X : Matrix ι ι ℂ} (hX : X.IsHermitian) (i j : ι) :
    X i j * X j i = (‖X i j‖ : ℂ) ^ 2 := by
  have h : X j i = starRingEnd ℂ (X i j) := (hX.apply j i).symm
  rw [h, Complex.mul_conj, Complex.normSq_eq_norm_sq, Complex.ofReal_pow]

/-- The static response to a Hermitian perturbation is real. -/
theorem hyperpol_real (g : ι) (w : ι → ℝ) (κ : ℝ) {X : Matrix ι ι ℂ} (hX : X.IsHermitian) :
    starRingEnd ℂ (hyperpol g w κ X) = hyperpol g w κ X := by
  have hc : ∀ i j, starRingEnd ℂ (X i j) = X j i := fun i j => hX.apply j i
  unfold hyperpol sumOverStates
  simp only [map_sum]
  -- conjugation exchanges the two excited states
  rw [Finset.sum_comm]
  refine Finset.sum_congr rfl fun n _ => Finset.sum_congr rfl fun m _ => ?_
  by_cases h : m = n
  · subst h
    simp only [map_div₀, map_mul, map_sub, ↓reduceIte, hc, Complex.conj_ofReal]
    ring
  · simp only [map_div₀, map_mul, map_sub, if_neg h, if_neg (Ne.symm h), map_zero, hc,
      Complex.conj_ofReal]
    ring

/-- Shift law: adding a real constant `c` to a Hermitian perturbation changes the static
response by `(1 - κ) c` times the sum of `|X_gn|² / w_n²` over the excited states. -/
theorem hyperpol_shift (g : ι) (w : ι → ℝ) (κ c : ℝ) {X : Matrix ι ι ℂ}
    (hX : X.IsHermitian) :
    hyperpol g w κ (shift X c) = hyperpol g w κ X +
      (((1 - κ) * c * ∑ n ∈ univ.erase g, ‖X g n‖ ^ 2 / w n ^ 2 : ℝ) : ℂ) := by
  unfold hyperpol
  rw [sumOverStates_shift]
  congr 1
  push_cast
  congr 1
  refine Finset.sum_congr rfl fun n _ => ?_
  rw [transition_mul_reverse hX]
  ring

/-- For a Hermitian perturbation with positive gaps and at least one nonzero transition element from
the ground state, the static response is unchanged by every real shift `X + c` exactly when `κ = 1`,
that is, when the full ground-state expectation value is subtracted. -/
theorem origin_independent_iff (g : ι) (w : ι → ℝ) (κ : ℝ) {X : Matrix ι ι ℂ}
    (hX : X.IsHermitian) (hw : ∀ n, n ≠ g → 0 < w n) (ht : ∃ n, n ≠ g ∧ X g n ≠ 0) :
    (∀ c : ℝ, hyperpol g w κ (shift X c) = hyperpol g w κ X) ↔ κ = 1 := by
  -- one allowed transition makes the coefficient of the shift strictly positive
  have hS : 0 < ∑ n ∈ univ.erase g, ‖X g n‖ ^ 2 / w n ^ 2 := by
    obtain ⟨n, hn, hx⟩ := ht
    refine Finset.sum_pos' (fun k _ => by positivity)
      ⟨n, Finset.mem_erase.mpr ⟨hn, Finset.mem_univ n⟩, ?_⟩
    have h1 := hw n hn
    have h2 := norm_pos_iff.mpr hx
    positivity
  constructor
  · intro h
    have e := h 1
    rw [hyperpol_shift g w κ 1 hX] at e
    have e' := Complex.ofReal_eq_zero.mp (add_eq_left.mp e)
    rcases mul_eq_zero.mp e' with h0 | h0
    · linarith
    · exact absurd h0 hS.ne'
  · rintro rfl c
    rw [hyperpol_shift g w 1 c hX]
    simp

/-- The frequency-dependent response is unchanged when its three operators are
shifted by independent real constants. -/
theorem dynamicHyperpol_shift (g : ι) (w : ι → ℝ) (ω c : Fin 3 → ℝ)
    (μ : Fin 3 → Matrix ι ι ℂ) :
    dynamicHyperpol g w ω (fun i => shift (μ i) (c i)) = dynamicHyperpol g w ω μ := by
  unfold dynamicHyperpol
  refine Finset.sum_congr rfl fun σ _ => ?_
  rw [sumOverStates_shift]
  simp only [Complex.ofReal_one, sub_self, zero_mul, add_zero]

/-- Two-level model: for a Hermitian perturbation the static response is the squared
transition element times the difference of the two expectation values, divided by the
square of the nonzero gap `Δ`. It is stated with `Δ²` multiplied out. -/
theorem hyperpol_twoLevel {Δ : ℝ} (hΔ : Δ ≠ 0) {X : Matrix (Fin 2) (Fin 2) ℂ}
    (hX : X.IsHermitian) :
    (Δ : ℂ) ^ 2 * hyperpol 0 (fun _ => Δ) 1 X = (‖X 0 1‖ : ℂ) ^ 2 * (X 1 1 - X 0 0) := by
  have hs : (univ.erase (0 : Fin 2)) = {1} := by decide
  have hd : (Δ : ℂ) ≠ 0 := Complex.ofReal_ne_zero.mpr hΔ
  simp only [hyperpol, sumOverStates, hs, Finset.sum_singleton, ↓reduceIte,
    Complex.ofReal_one, one_mul]
  rw [← transition_mul_reverse hX, ← sq, mul_div_cancel₀ _ (pow_ne_zero 2 hd)]
  ring

end

end HyperpolarizabilityOrigin
```

```lean
#print axioms HyperpolarizabilityOrigin.hyperpol_real
#print axioms HyperpolarizabilityOrigin.origin_independent_iff
#print axioms HyperpolarizabilityOrigin.dynamicHyperpol_shift
#print axioms HyperpolarizabilityOrigin.hyperpol_twoLevel
```

```
'HyperpolarizabilityOrigin.hyperpol_real' depends on axioms: [propext, Classical.choice, Quot.sound]
'HyperpolarizabilityOrigin.origin_independent_iff' depends on axioms: [propext, Classical.choice, Quot.sound]
'HyperpolarizabilityOrigin.dynamicHyperpol_shift' depends on axioms: [propext, Classical.choice, Quot.sound]
'HyperpolarizabilityOrigin.hyperpol_twoLevel' depends on axioms: [propext, Classical.choice, Quot.sound]
```

## From matrix elements to the shift law

`shift_diag` and `shift_offDiag` record the two effects of a shift: diagonal elements move by `c`, the others stay as they are.

`sumOverStates_shift` contains the main calculation, for three operators at once. The extra term is a single sum, whereas the response is a double sum. The intermediate statement `key` therefore rewrites each extra term as a sum over `n` that is zero unless `m = n`, which is the Kronecker delta of the derivation. Both sides can then be compared term by term. The split `by_cases h : m = n` separates the diagonal case, where the middle factor gains $(1-\kappa)b$, from the off-diagonal case, where nothing changes. In each case `ring` completes the algebra.

`transition_mul_reverse` supplies $X_{ij}X_{ji}=|X_{ij}|^2$ from Hermiticity. `hyperpol_shift` applies the general law with all three operators equal and all three shifts equal to `c`, and then uses this identity in every term of the remaining sum.

## Uniqueness and the remaining theorems

In `origin_independent_iff`, the statement `hS` is the strict positivity of $\sum_{n\neq g}|X_{gn}|^2/w_n^2$. `Finset.sum_pos'` obtains it from nonnegative terms and one positive term, the one belonging to the allowed transition. For the forward direction the proof takes the shift `c = 1`. The shift law then says that a product is zero, and since the sum is positive, the factor $1-\kappa$ must vanish. The reverse direction inserts `κ = 1` in the shift law.

`hyperpol_real` exchanges the two summations with `Finset.sum_comm`, which is the renaming of $m$ and $n$ after conjugation, and again treats equal and different indices separately.

`dynamicHyperpol_shift` applies `sumOverStates_shift` to each permutation; with `κ = 1` the factor in front of the extra sum is zero. In `hyperpol_twoLevel`, the set of excited states is found to be `{1}`, so both sums reduce to one term, and the hypothesis `hΔ` allows $\Delta^2$ to be cancelled.
